# For b > 0, both a1 levels of a four-orbital vacancy model lie below the e pair exactly when t² < b(b+d)

## Four orbitals and three parameters

A vacancy in diamond with a nitrogen atom next to it is described here by four dangling-bond orbitals: one on each of the three neighbouring carbons, numbered 0, 1 and 2, and one on the nitrogen, numbered 3. The basis is taken as orthonormal. The one-electron Hamiltonian H has the real matrix elements

H₀₀ = H₁₁ = H₂₂ = 0, H₃₃ = −d,

Hᵢⱼ = −b for two different carbons i and j,

Hᵢ₃ = H₃ᵢ = −t for each carbon i.

The zero of energy is the carbon orbital energy. The parameter b is the strength of the carbon–carbon coupling, and with b > 0 the in-phase combination of carbon orbitals is lowered. The parameter t is the carbon–nitrogen coupling. The parameter d says how far the nitrogen orbital lies below the carbon ones; a positive d expresses the stronger attraction of nitrogen for electrons. All three are given numbers in the model and are not derived from a microscopic calculation.

In Lean 4 with Mathlib:

```lean
import Mathlib

open Matrix

namespace VacancyLevelOrder

noncomputable section

/-- The one-electron Hamiltonian of a vacancy with three carbon orbitals at energy `0`, coupled
to each other by `-b`, and a nitrogen orbital at energy `-d`, coupled to each carbon by `-t`. -/
def hamiltonian (b t d : ℝ) : Matrix (Fin 4) (Fin 4) ℝ :=
  !![0, -b, -b, -t; -b, 0, -b, -t; -b, -b, 0, -t; -t, -t, -t, -d]
```

In `hamiltonian b t d` the rows and columns are indexed by `Fin 4`, in the order carbon, carbon, carbon, nitrogen. The definition accepts any real b, t and d, so every sign restriction has to appear in a theorem that needs it.

The three carbons are equivalent, and the levels are sorted by how their orbitals behave when the carbons are permuted. An a1 orbital has the same amplitude c on every carbon and some amplitude n on the nitrogen. An energy E is an a1 level if

H (c, c, c, n) = E (c, c, c, n) with c and n not both zero.

```lean
/-- `E` is an a1 level if it is the energy of a nonzero eigenvector with equal amplitudes `c`
on the three carbons and amplitude `n` on the nitrogen. -/
def IsA1Level (b t d E : ℝ) : Prop :=
  ∃ c n : ℝ, (c ≠ 0 ∨ n ≠ 0) ∧
    hamiltonian b t d *ᵥ ![c, c, c, n] = E • ![c, c, c, n]
```

The symbol `*ᵥ` applies a matrix to a vector, and `•` multiplies a vector by a number. The label a1 is thus defined directly through the amplitudes, without a construction of the symmetry group and its representations. The vector need not be normalised; its squared norm is 3c² + n².

There will turn out to be two a1 energies, written E₋ and E₊, which coincide only when t = 0 and d = 2b. The lower one is

E₋ = ( −(2b+d) − √((2b−d)² + 12t²) ) / 2.

```lean
/-- The lower a1 energy in closed form. -/
def a1Lower (b t d : ℝ) : ℝ := (-(2 * b + d) - √((2 * b - d) ^ 2 + 12 * t ^ 2)) / 2
```

The upper one has the other sign in front of the root:

E₊ = ( −(2b+d) + √((2b−d)² + 12t²) ) / 2.

```lean
/-- The upper a1 energy in closed form. -/
def a1Upper (b t d : ℝ) : ℝ := (-(2 * b + d) + √((2 * b - d) ^ 2 + 12 * t ^ 2)) / 2
```

At this stage `a1Lower` and `a1Upper` are only formulas. That they are the a1 levels in the sense of `IsA1Level` is proved below.

## The e pair at energy b

Let an orbital ψ have amplitudes x, y, z on the carbons and n on the nitrogen. Multiplying out the rows of H gives

(Hψ)₀ = −b(y+z) − tn,

(Hψ)₁ = −b(x+z) − tn,

(Hψ)₂ = −b(x+y) − tn,

(Hψ)₃ = −t(x+y+z) − dn.

```lean
/-- The action of the Hamiltonian on an orbital with carbon amplitudes `x, y, z` and nitrogen
amplitude `n`. -/
theorem hamiltonian_apply (b t d x y z n : ℝ) :
    hamiltonian b t d *ᵥ ![x, y, z, n] =
      ![-b * (y + z) - t * n, -b * (x + z) - t * n, -b * (x + y) - t * n,
        -t * (x + y + z) - d * n] := by
  ext i
  fin_cases i <;>
    simp [hamiltonian, Matrix.mulVec, dotProduct, Fin.sum_univ_succ] <;> ring
```

The proof goes through the four components one at a time (`fin_cases i`), writes out each matrix–vector sum and compares the two sides with `ring`.

Now put n = 0 and x + y + z = 0. The nitrogen component vanishes, because the three carbon contributions cancel. In the first carbon component y + z = −x, so

−b(y+z) = bx,

and the other two carbons behave in the same way. Therefore

H (x, y, z, 0) = b (x, y, z, 0).

The amplitudes that sum to zero form a two-dimensional space, with the orthonormal basis (1, −1, 0, 0)/√2 and (1, 1, −2, 0)/√6. This is the e pair. Its energy depends on neither t nor d.

```lean
/-- Every combination of carbon orbitals whose amplitudes sum to zero, with no nitrogen part,
is mapped by the Hamiltonian to `b` times itself. -/
theorem e_type_energy (b t d x y z : ℝ) (h : x + y + z = 0) :
    hamiltonian b t d *ᵥ ![x, y, z, 0] = b • ![x, y, z, 0] := by
  rw [hamiltonian_apply,
    show -b * (y + z) - t * 0 = b * x by linear_combination (-b) * h,
    show -b * (x + z) - t * 0 = b * y by linear_combination (-b) * h,
    show -b * (x + y) - t * 0 = b * z by linear_combination (-b) * h,
    show -t * (x + y + z) - d * 0 = b * 0 by linear_combination (-t) * h]
  simp
```

The hypothesis `h` is the condition on the sum. Each `linear_combination` adds the multiple of `h` that turns one component of Hψ into b times the corresponding amplitude.

## The a1 levels from a two-by-two problem

For a symmetric orbital (c, c, c, n) the three carbon equations are identical, and the eigenvalue problem consists of two equations:

−2bc − tn = Ec, or (E+2b)c = −tn,

−3tc − dn = En, or (E+d)n = −3tc.

If c ≠ 0, multiply the first equation by E + d and insert the second:

(E+2b)(E+d)c = −t(E+d)n = 3t²c.

Dividing by c leaves the secular equation

(E+2b)(E+d) = 3t².

If n ≠ 0, multiply the second equation by E + 2b, insert the first, and divide by n; the result is the same. The equation describes two coupled levels: the normalised carbon combination (1, 1, 1, 0)/√3 at energy −2b and the nitrogen orbital at −d, with matrix element −√3 t between them.

Conversely, let E solve the secular equation. If t ≠ 0, take c = t and n = −(E+2b). The carbon equation holds identically, and the nitrogen equation is the secular equation rearranged. The normalised eigenvector is (t, t, t, −(E+2b)) divided by √(3t² + (E+2b)²). If t = 0, the secular equation says that E = −2b or E = −d, and the eigenvectors are (1, 1, 1, 0)/√3 and (0, 0, 0, 1).

```lean
/-- The a1 levels are the solutions of the secular equation of a carbon combination at energy
`-2b` and the nitrogen orbital at energy `-d`, with squared coupling `3t²`. -/
theorem a1_secular (b t d E : ℝ) :
    IsA1Level b t d E ↔ (E + 2 * b) * (E + d) = 3 * t ^ 2 := by
  constructor
  · rintro ⟨c, n, hne, h⟩
    rw [hamiltonian_apply] at h
    -- the carbon and the nitrogen component of the eigenvalue equation
    have h0 : -b * (c + c) - t * n = E * c := congrFun h 0
    have h3 : -t * (c + c + c) - d * n = E * n := congrFun h 3
    rcases hne with hc | hn
    · apply mul_right_cancel₀ hc
      linear_combination (-(E + d)) * h0 + t * h3
    · apply mul_right_cancel₀ hn
      linear_combination (-(E + 2 * b)) * h3 + 3 * t * h0
  · intro h
    have key : ∀ c n : ℝ, (c ≠ 0 ∨ n ≠ 0) → -b * (c + c) - t * n = E * c →
        -t * (c + c + c) - d * n = E * n → IsA1Level b t d E := by
      intro c n hne h1 h2
      refine ⟨c, n, hne, ?_⟩
      rw [hamiltonian_apply, h1, h2]
      simp
    by_cases ht : t = 0
    · -- without coupling the eigenvector sits on the carbons or on the nitrogen
      subst ht
      have h' : (E + 2 * b) * (E + d) = 0 := by rw [h]; ring
      rcases mul_eq_zero.mp h' with h1 | h2
      · exact key 1 0 (Or.inl one_ne_zero) (by linear_combination -h1) (by ring)
      · exact key 0 1 (Or.inr one_ne_zero) (by ring) (by linear_combination -h2)
    · exact key t (-(E + 2 * b)) (Or.inl ht) (by ring) (by linear_combination h)
```

In the first direction, `h0` and `h3` are the carbon and nitrogen components of the eigenvalue equation, and `mul_right_cancel₀` performs the division by c or n. In the second direction, the auxiliary statement `key` turns a nonzero pair of amplitudes that satisfies both equations into an a1 level. The case split on `t = 0` then supplies the amplitudes given above, with the code using the unnormalised `1 0` and `0 1` when the coupling vanishes.

The secular equation is quadratic in E, and its solutions are E₋ and E₊. To see this, compute their sum and product:

E₋ + E₊ = −(2b+d),

E₋E₊ = ( (2b+d)² − (2b−d)² − 12t² ) / 4 = 2bd − 3t².

Hence, for every E,

(E−E₋)(E−E₊) = E² + (2b+d)E + 2bd − 3t² = (E+2b)(E+d) − 3t².

```lean
/-- The secular polynomial factors through the two closed-form a1 energies. -/
theorem a1_factor (b t d E : ℝ) :
    (E - a1Lower b t d) * (E - a1Upper b t d) = (E + 2 * b) * (E + d) - 3 * t ^ 2 := by
  have hs : √((2 * b - d) ^ 2 + 12 * t ^ 2) ^ 2 = (2 * b - d) ^ 2 + 12 * t ^ 2 :=
    Real.sq_sqrt (by positivity)
  unfold a1Lower a1Upper
  linear_combination (-1 / 4) * hs
```

The only fact needed about the square root is that its square is the radicand. This is `hs`, which holds because the radicand is a sum of nonnegative terms.

A product of two real numbers vanishes exactly when one of them does, so

E is an a1 level if and only if E = E₋ or E = E₊.

```lean
/-- The a1 levels are exactly the two closed-form energies. -/
theorem a1_levels (b t d E : ℝ) :
    IsA1Level b t d E ↔ E = a1Lower b t d ∨ E = a1Upper b t d := by
  rw [a1_secular, ← sub_eq_zero, ← a1_factor, mul_eq_zero, sub_eq_zero, sub_eq_zero]
```

The proof is a chain of rewrites: the secular equation is brought to the form "difference equals zero", factored, and split into its two alternatives.

## The whole spectrum

In the basis made of the two e orbitals, the symmetric carbon combination and the nitrogen orbital, H consists of the number b twice on the diagonal and a two-by-two a1 block. The characteristic determinant is therefore

det(E·1 − H) = (E−b)² ((E+2b)(E+d) − 3t²) = (E−b)² (E−E₋)(E−E₊).

The four eigenvalues, counted with multiplicity, are b, b, E₋ and E₊. Nothing else remains whose position relative to the e pair would have to be examined.

```lean
/-- The characteristic determinant has `b` as a double root from the factor `(E - b)²`, and its
other two factors belong to the two a1 energies. -/
theorem characteristic_det (b t d E : ℝ) :
    (E • (1 : Matrix (Fin 4) (Fin 4) ℝ) - hamiltonian b t d).det =
      (E - b) ^ 2 * ((E - a1Lower b t d) * (E - a1Upper b t d)) := by
  have hM : E • (1 : Matrix (Fin 4) (Fin 4) ℝ) - hamiltonian b t d =
      !![E, b, b, t; b, E, b, t; b, b, E, t; t, t, t, E + d] := by
    ext i j
    fin_cases i <;> fin_cases j <;> simp [hamiltonian]
  rw [hM, a1_factor, Matrix.det_succ_row_zero]
  simp [Fin.sum_univ_succ, Matrix.det_fin_three, Matrix.submatrix, Fin.succAbove]
  ring
```

The code reaches the same formula without changing the basis. `hM` writes out the matrix E·1 − H, the determinant is expanded along its first row, and `ring` compares the resulting polynomial with the factored one.

## The condition for the e pair to be on top

Setting E = b in the factored secular polynomial gives

(b−E₋)(b−E₊) = 3b(b+d) − 3t² = 3( b(b+d) − t² ).

If both a1 levels lie strictly below b, both factors on the left are positive. The right-hand side is then positive as well, which means t² < b(b+d).

For the converse, assume b > 0 and t² < b(b+d). Since t² ≥ 0, the product b(b+d) is positive, and so b + d > 0. Take any energy E ≥ b. Then E + 2b ≥ 3b > 0 and E + d ≥ b + d > 0, so

(E+2b)(E+d) ≥ 3b(b+d) > 3t².

Such an E does not solve the secular equation and is not an a1 level. Both a1 levels must lie below b.

```lean
/-- For `b > 0`, both a1 levels lie strictly below the e energy `b` if and only if
`t² < b (b + d)`. -/
theorem a1_below_e_iff (b t d : ℝ) (hb : 0 < b) :
    (a1Lower b t d < b ∧ a1Upper b t d < b) ↔ t ^ 2 < b * (b + d) := by
  constructor
  · rintro ⟨hl, hu⟩
    -- at `E = b` both factors of the secular polynomial are positive
    have hpos := mul_pos (sub_pos.mpr hl) (sub_pos.mpr hu)
    rw [a1_factor] at hpos
    nlinarith
  · intro h
    have hbd : 0 < b + d := pos_of_mul_pos_right (lt_of_le_of_lt (sq_nonneg t) h) hb.le
    -- at and above `b` the secular polynomial is positive, so no a1 level lies there
    have key : ∀ E, IsA1Level b t d E → E < b := by
      intro E hE
      rw [a1_secular] at hE
      by_contra hlt
      have hge : b ≤ E := not_lt.mp hlt
      have hmul : (3 * b) * (b + d) ≤ (E + 2 * b) * (E + d) :=
        mul_le_mul (by linarith) (by linarith) hbd.le (by linarith)
      nlinarith
    exact ⟨key _ ((a1_levels b t d _).mpr (Or.inl rfl)),
      key _ ((a1_levels b t d _).mpr (Or.inr rfl))⟩
```

The theorem is stated for the closed-form energies, and `a1_levels` identifies these with the a1 levels. In the first half, `hpos` is the positive product at E = b. In the second half, `hbd` is the inequality b + d > 0, and `key` rules out an a1 level at or above b, with `mul_le_mul` giving the lower bound on the product.

The one hypothesis is `hb : 0 < b`. The sign of t does not matter, and d > −b need not be assumed, because it follows from the inequality t² < b(b+d) when b is positive. Negative b has to be excluded: for b = −1 and t = d = 0 the inequality reads 0 < 1, yet the a1 levels are 2 and 0, both above the e energy −1.

For the electronic structure of the negatively charged nitrogen-vacancy centre, the condition has a direct reading within this non-interacting four-orbital model. If b > 0 and t² < b(b+d), then six electrons that fill the levels from below put four into the a1 levels and two into the e pair, the configuration from which the spin triplet observed in EPR is built. The ordering concerns one-electron energies only: electron repulsion, which decides between triplet and singlet, is absent from the model, as are orbital overlap, lattice relaxation and spin–orbit coupling.

## Where an a1 level meets the e pair

Putting E = b into the secular equation gives

3b(b+d) = 3t², or t² = b(b+d).

This is the condition for an a1 level to coincide with the e energy. For b > 0 it marks the border of the region found above. As t² grows through this value at fixed b > 0 and d > −b, the upper a1 level reaches the e pair and then passes above it.

```lean
/-- An a1 level coincides with the e energy `b` exactly when `t² = b (b + d)`. -/
theorem a1_meets_e_iff (b t d : ℝ) :
    IsA1Level b t d b ↔ t ^ 2 = b * (b + d) := by
  rw [a1_secular]
  constructor
  · intro h
    linear_combination (-1 / 3) * h
  · intro h
    linear_combination (-3) * h

end

end VacancyLevelOrder
```

The statement holds for all real b, t and d, since it only divides the secular equation by 3. The two `linear_combination` steps carry out this division and its reverse.

```lean
#print axioms VacancyLevelOrder.e_type_energy
#print axioms VacancyLevelOrder.characteristic_det
#print axioms VacancyLevelOrder.a1_below_e_iff
#print axioms VacancyLevelOrder.a1_meets_e_iff
```

```
'VacancyLevelOrder.e_type_energy' depends on axioms: [propext, Classical.choice, Quot.sound]
'VacancyLevelOrder.characteristic_det' depends on axioms: [propext, Classical.choice, Quot.sound]
'VacancyLevelOrder.a1_below_e_iff' depends on axioms: [propext, Classical.choice, Quot.sound]
'VacancyLevelOrder.a1_meets_e_iff' depends on axioms: [propext, Classical.choice, Quot.sound]
```
